# Depth-one Anderson mixing can cycle forever on a contraction of the real line

If a self-consistency map on the real line is a contraction, plain iteration converges from every starting point, but Anderson mixing need not. An explicit piecewise linear map, built from the golden ratio $\varphi$, shows this: from the starting points $\varphi^3$ and $1$, depth-one Anderson in exact arithmetic repeats four values without end, whatever the mixing parameter.

```lean
import Mathlib

open Filter Topology

namespace AndersonGoldenCycle

noncomputable section

local notation "φ" => Real.goldenRatio

/-- The coordinate `x` clipped to the interval `[-1, 1]`. -/
def clip (x : ℝ) : ℝ := max (-1) (min 1 x)

/-- The response `h`: slope `1/φ` for the clipped part of `x`, slope `1/(2φ³)` for the excess. -/
def response (x : ℝ) : ℝ := 1 / φ * clip x + 1 / (2 * φ ^ 3) * (x - clip x)

/-- The fixed-point map `G(x) = x - h(x)`. -/
def goldenMap (x : ℝ) : ℝ := x - response x

/-- The residual `G(x) - x` of a fixed-point map. -/
def residual (G : ℝ → ℝ) (x : ℝ) : ℝ := G x - x

/-- The Anderson weight of the previous iterate `x` against the current iterate `y`,
for points with distinct residuals. -/
def weight (G : ℝ → ℝ) (x y : ℝ) : ℝ := residual G y / (residual G y - residual G x)

/-- One depth-one Anderson step with mixing parameter `β` from the previous iterate `x` and the
current iterate `y`, for points with distinct residuals. -/
def andersonStep (G : ℝ → ℝ) (β x y : ℝ) : ℝ :=
  (1 - weight G x y) * (y + β * residual G y) + weight G x y * (x + β * residual G x)

/-- The depth-one Anderson iterates started from `a` and `b`, as long as consecutive
residuals are distinct. -/
def anderson (G : ℝ → ℝ) (β a b : ℝ) : ℕ → ℝ
  | 0 => a
  | 1 => b
  | k + 2 => andersonStep G β (anderson G β a b k) (anderson G β a b (k + 1))

/-- The golden ratio lies between `3/2` and `2`, and its cube and the two slopes of the response
are linear expressions in it. -/
theorem golden_facts : 3 / 2 < φ ∧ φ < 2 ∧ φ ^ 3 = 2 * φ + 1 ∧ 1 / φ = φ - 1 ∧
    1 / (2 * φ ^ 3) = φ - 3 / 2 := by
  have hs : φ ^ 2 = φ + 1 := Real.goldenRatio_sq
  have h1 : 1 < φ := Real.one_lt_goldenRatio
  have hc : φ ^ 3 = 2 * φ + 1 := by linear_combination (φ + 1) * hs
  refine ⟨by nlinarith, by nlinarith, hc, ?_, ?_⟩
  · rw [div_eq_iff (by linarith : φ ≠ 0)]
    linear_combination -hs
  · have hp : 0 < 2 * (2 * φ + 1) := by linarith
    rw [hc, div_eq_iff hp.ne']
    linear_combination -4 * hs

/-- The response is a linear term of slope `φ - 3/2` plus half the clipped coordinate. -/
theorem response_eq (x : ℝ) : response x = (φ - 3 / 2) * x + clip x / 2 := by
  obtain ⟨-, -, -, hi, hj⟩ := golden_facts
  unfold response
  rw [hi, hj]
  ring

/-- The response is continuous and odd, equals `x/φ` on `[0, 1]`, and continues beyond `1`
with slope `1/(2φ³)`. -/
theorem response_spec : Continuous response ∧ (∀ x, response (-x) = -response x) ∧
    (∀ x, 0 ≤ x → x ≤ 1 → response x = x / φ) ∧
    (∀ x, 1 ≤ x → response x = 1 / φ + 1 / (2 * φ ^ 3) * (x - 1)) := by
  refine ⟨?_, fun x => ?_, fun x h0 h1 => ?_, fun x h1 => ?_⟩
  · unfold response clip
    fun_prop
  · have hc : clip (-x) = -clip x := by
      simp only [clip, max_def, min_def]
      split_ifs <;> linarith
    rw [response_eq, response_eq, hc]
    ring
  · have hc : clip x = x := by
      rw [clip, min_eq_right h1, max_eq_right (by linarith)]
    rw [response, hc]
    ring
  · have hc : clip x = 1 := by
      rw [clip, min_eq_left h1, max_eq_right (by norm_num)]
    rw [response, hc]
    ring

/-- The map `G` is a contraction of the real line with factor `1 - 1/(2φ³)`, which lies strictly
between `0` and `1`. -/
theorem goldenMap_contraction : 0 < 1 - 1 / (2 * φ ^ 3) ∧ 1 - 1 / (2 * φ ^ 3) < 1 ∧
    ∀ x y, |goldenMap x - goldenMap y| ≤ (1 - 1 / (2 * φ ^ 3)) * |x - y| := by
  obtain ⟨hl, hu, -, -, hj⟩ := golden_facts
  rw [hj]
  refine ⟨by linarith, by linarith, ?_⟩
  -- for ordered points the clipped distance lies between zero and the full distance
  have key : ∀ x y, y ≤ x →
      |goldenMap x - goldenMap y| ≤ (1 - (φ - 3 / 2)) * |x - y| := by
    intro x y hxy
    have hc : 0 ≤ clip x - clip y ∧ clip x - clip y ≤ x - y := by
      simp only [clip, max_def, min_def]
      split_ifs <;> constructor <;> linarith
    have hp : 0 ≤ (2 - φ) * (x - y) := mul_nonneg (by linarith) (by linarith)
    rw [abs_of_nonneg (sub_nonneg.mpr hxy), abs_le, goldenMap, goldenMap, response_eq,
      response_eq]
    constructor <;> nlinarith [hc.1, hc.2]
  intro x y
  rcases le_total y x with h | h
  · exact key x y h
  · rw [abs_sub_comm (goldenMap x), abs_sub_comm x]
    exact key y x h

/-- Plain fixed-point iteration of `G` converges to `0` from every starting point. -/
theorem plain_iteration_tendsto (x : ℝ) :
    Tendsto (fun n => goldenMap^[n] x) atTop (𝓝 0) := by
  obtain ⟨h0, h1, hG⟩ := goldenMap_contraction
  have hz : goldenMap 0 = 0 := by
    rw [goldenMap, response_spec.2.2.1 0 le_rfl zero_le_one]
    simp
  have hb : ∀ n, ‖goldenMap^[n] x‖ ≤ (1 - 1 / (2 * φ ^ 3)) ^ n * |x| := by
    intro n
    rw [Real.norm_eq_abs]
    induction n with
    | zero => simp
    | succ n ih =>
      have h := hG (goldenMap^[n] x) 0
      rw [hz, sub_zero, sub_zero] at h
      rw [Function.iterate_succ_apply', pow_succ', mul_assoc]
      exact h.trans (mul_le_mul_of_nonneg_left ih h0.le)
  refine squeeze_zero_norm hb ?_
  simpa using (tendsto_pow_atTop_nhds_zero_of_lt_one h0.le h1).mul_const |x|

/-- If the two residuals differ, the Anderson weight is the only one for which the mixed
residual vanishes. -/
theorem weight_unique (G : ℝ → ℝ) (x y θ : ℝ) (h : residual G x ≠ residual G y) :
    (1 - θ) * residual G y + θ * residual G x = 0 ↔ θ = weight G x y := by
  rw [weight, eq_div_iff (sub_ne_zero.mpr h.symm)]
  constructor <;> intro h' <;> linarith

/-- If the two residuals differ, the depth-one Anderson step on the real line is the secant step,
whatever the mixing parameter. -/
theorem andersonStep_eq_secant (G : ℝ → ℝ) (β x y : ℝ) (h : residual G x ≠ residual G y) :
    andersonStep G β x y =
      y - residual G y * (y - x) / (residual G y - residual G x) := by
  have hd : residual G y - residual G x ≠ 0 := sub_ne_zero.mpr h.symm
  unfold andersonStep weight
  field_simp
  ring

/-- The residuals of `G` at `φ³, 1, -φ³, -1` are `-1, -1/φ, 1, 1/φ`. -/
theorem cycle_residuals : residual goldenMap (φ ^ 3) = -1 ∧
    residual goldenMap 1 = -(1 / φ) ∧ residual goldenMap (-φ ^ 3) = 1 ∧
    residual goldenMap (-1) = 1 / φ := by
  obtain ⟨hl, -, hc, hi, hj⟩ := golden_facts
  obtain ⟨-, hodd, hin, hout⟩ := response_spec
  have hr : ∀ x, residual goldenMap x = -response x := fun x => by
    unfold residual goldenMap
    ring
  have hP : response (φ ^ 3) = 1 := by
    rw [hout _ (by rw [hc]; linarith), hj, hi, hc]
    linear_combination 2 * Real.goldenRatio_sq
  have h1 : response 1 = 1 / φ := hin 1 zero_le_one le_rfl
  refine ⟨?_, ?_, ?_, ?_⟩
  · rw [hr, hP]
  · rw [hr, h1]
  · rw [hr, hodd, hP, neg_neg]
  · rw [hr, hodd, h1, neg_neg]

/-- Depth-one Anderson for `G`, started from `φ³` and `1` with any mixing parameter, runs through
`φ³, 1, -φ³, -1` periodically forever. -/
theorem anderson_cycles (β : ℝ) (k : ℕ) :
    anderson goldenMap β (φ ^ 3) 1 (4 * k) = φ ^ 3 ∧
    anderson goldenMap β (φ ^ 3) 1 (4 * k + 1) = 1 ∧
    anderson goldenMap β (φ ^ 3) 1 (4 * k + 2) = -φ ^ 3 ∧
    anderson goldenMap β (φ ^ 3) 1 (4 * k + 3) = -1 := by
  obtain ⟨hl, hu, hc, hi, -⟩ := golden_facts
  have hs : φ ^ 2 = φ + 1 := Real.goldenRatio_sq
  obtain ⟨r1, r2, r3, r4⟩ := cycle_residuals
  rw [hi] at r2 r4
  rw [hc] at r1 r3
  -- for distinct residuals, the zero of the secant line is the next iterate
  have key : ∀ x y z a b : ℝ, residual goldenMap x = a → residual goldenMap y = b →
      b - a ≠ 0 → b * (y - x) = (y - z) * (b - a) → andersonStep goldenMap β x y = z := by
    intro x y z a b hx hy hab hz
    rw [andersonStep_eq_secant _ _ _ _ (by rw [hx, hy]; exact (sub_ne_zero.mp hab).symm),
      hx, hy, hz, mul_div_cancel_right₀ _ hab]
    ring
  have s1 := key _ _ (-(2 * φ + 1)) _ _ r1 r2 (by intro h; linarith) (by nlinarith)
  have s2 := key _ _ (-1) _ _ r2 r3 (by intro h; linarith) (by nlinarith)
  have s3 := key _ _ (2 * φ + 1) _ _ r3 r4 (by intro h; linarith) (by nlinarith)
  have s4 := key _ _ 1 _ _ r4 r1 (by intro h; linarith) (by nlinarith)
  rw [hc]
  have step : ∀ n, anderson goldenMap β (2 * φ + 1) 1 (n + 2) =
      andersonStep goldenMap β (anderson goldenMap β (2 * φ + 1) 1 n)
        (anderson goldenMap β (2 * φ + 1) 1 (n + 1)) := fun _ => rfl
  -- four steps lead back to the starting pair
  induction k with
  | zero =>
    have a2 : anderson goldenMap β (2 * φ + 1) 1 2 = -(2 * φ + 1) := s1
    have a3 : anderson goldenMap β (2 * φ + 1) 1 3 = -1 := by
      rw [step 1, a2]
      exact s2
    exact ⟨rfl, rfl, a2, a3⟩
  | succ k ih =>
    obtain ⟨-, -, i2, i3⟩ := ih
    have a4 := step (4 * k + 2)
    rw [i2, i3, s3] at a4
    have a5 := step (4 * k + 3)
    rw [i3, a4, s4] at a5
    have a6 := step (4 * k + 4)
    rw [a4, a5, s1] at a6
    have a7 := step (4 * k + 5)
    rw [a5, a6, s2] at a7
    exact ⟨a4, a5, a6, a7⟩

/-- Depth-one Anderson for the contraction `G`, started from `φ³` and `1`, has no limit,
whatever the mixing parameter. -/
theorem anderson_not_tendsto (β L : ℝ) :
    ¬ Tendsto (anderson goldenMap β (φ ^ 3) 1) atTop (𝓝 L) := by
  intro h
  have t1 : Tendsto (fun k : ℕ => 4 * k + 1) atTop atTop :=
    tendsto_atTop_mono (fun k => (by omega : k ≤ 4 * k + 1)) tendsto_id
  have t3 : Tendsto (fun k : ℕ => 4 * k + 3) atTop atTop :=
    tendsto_atTop_mono (fun k => (by omega : k ≤ 4 * k + 3)) tendsto_id
  -- two constant subsequences with different values
  have e1 : L = 1 := tendsto_nhds_unique (h.comp t1)
    (tendsto_const_nhds.congr fun k => (anderson_cycles β k).2.1.symm)
  have e3 : L = -1 := tendsto_nhds_unique (h.comp t3)
    (tendsto_const_nhds.congr fun k => (anderson_cycles β k).2.2.2.symm)
  linarith

end

end AndersonGoldenCycle
```

```lean
#print axioms AndersonGoldenCycle.plain_iteration_tendsto
#print axioms AndersonGoldenCycle.weight_unique
#print axioms AndersonGoldenCycle.anderson_cycles
#print axioms AndersonGoldenCycle.anderson_not_tendsto
```

```
'AndersonGoldenCycle.plain_iteration_tendsto' depends on axioms: [propext, Classical.choice, Quot.sound]
'AndersonGoldenCycle.weight_unique' depends on axioms: [propext, Classical.choice, Quot.sound]
'AndersonGoldenCycle.anderson_cycles' depends on axioms: [propext, Classical.choice, Quot.sound]
'AndersonGoldenCycle.anderson_not_tendsto' depends on axioms: [propext, Classical.choice, Quot.sound]
```

## A loop that converges until it is accelerated

A self-consistent calculation feeds a trial quantity $x$, such as a density or a potential, into a map $G$ and looks for an input that comes back unchanged. The residual $f(x)=G(x)-x$ is output minus input. Plain iteration replaces $x$ by $G(x)$. Depth-one Anderson mixing keeps one earlier iterate as well and combines the two so that their mixed residual is as small as possible.

Here $x$ is a single real number, and $G(x)=x-h(x)$. The function $h$ is odd and continuous, with

$$h(x)=\frac{x}{\varphi}\quad(0\le x\le 1),\qquad h(x)=\frac1\varphi+\frac{x-1}{2\varphi^3}\quad(x\ge 1).$$

The theorems say three things about it:

- `goldenMap_contraction`: $G$ shrinks all distances by at least the factor $q=1-1/(2\varphi^3)\approx 0.88$.
- `plain_iteration_tendsto`: plain iteration converges to $0$ from every starting point.
- `anderson_cycles` and `anderson_not_tendsto`: depth-one Anderson started from $\varphi^3$ and $1$ runs through $\varphi^3,\,1,\,-\varphi^3,\,-1$ periodically, for every real mixing parameter $\beta$, and has no limit.

For electronic structure, this one-variable example shows that the guarantee of convergence from every start, which contractivity gives to plain iteration, does not carry over to Anderson mixing, a close relative of DIIS. Lowering $\beta$ has no effect on the cycle.

## What the definitions stand for

The two slopes are postulated. They make the correction $h(x)$ grow steeply near self-consistency and more slowly far away, and are not derived from a physical system. The code builds $h$, called `response`, from `clip x`, the value of $x$ cut off at $\pm1$; `response_spec` recovers the description above. The name does not mean a linear response function: `response` is minus the residual. Likewise, `φ` is the golden ratio and not an orbital.

In `andersonStep G β x y`, the previous iterate is `x` and the current one is `y`. The weight $\theta$, called `weight`, belongs to the previous iterate:

$$\theta=\frac{f(y)}{f(y)-f(x)},\qquad x_{\text{new}}=(1-\theta)\bigl(y+\beta f(y)\bigr)+\theta\bigl(x+\beta f(x)\bigr).$$

For vectors, Anderson mixing minimises the norm of the mixed residual. For a scalar with $f(x)\ne f(y)$ the minimum is zero, and `weight_unique` shows that this $\theta$ is the only weight that reaches it. Equal residuals would put a zero in the denominator, but consecutive residuals on the cycle always differ.

The function `anderson` takes both starting points as given. A common start takes the second point from a simple-mixing step $x+\beta f(x)$, which from $\varphi^3$ gives $\varphi^3-\beta$; this equals $1$ only for $\beta=2\varphi\approx 3.24$, which is over-relaxation rather than damping. For other $\beta$ this pair has to be supplied separately. Ordinary damping can still lead into the cycle: any first point $x>1$ followed by $1$ gives $-\varphi^3$ next, because both points lie on the same straight branch of $h$. For each $\beta$ with $0<\beta\le1$ there is such an $x$ whose simple-mixing step ends at $1$. The cycle is unstable, however. If the second starting point is $1-\varepsilon$ with a small $\varepsilon>0$, the iterate two steps later is about $-1+2\varphi\varepsilon$, so the deviation more than triples, and rounding errors can drive a computer run off the cycle. The theorems concern the pair $\varphi^3,\,1$ alone and do not cover these remarks on other starts. They also do not address whether the many-component map of a real calculation ever behaves like this scalar $G$ along the path of the iteration.

## The contraction bound

Everything rests on $\varphi^2=\varphi+1$. Multiplying by $\varphi$ gives $\varphi^3=\varphi^2+\varphi=2\varphi+1$, and dividing by $\varphi$ gives $1/\varphi=\varphi-1$. Further,

$$2(2\varphi+1)\left(\varphi-\tfrac32\right)=4\varphi^2-4\varphi-3=1,$$

so $1/(2\varphi^3)=\varphi-\tfrac32$. The polynomial $t^2-t-1$ increases for $t>\tfrac12$, is negative at $\tfrac32$ and positive at $2$; hence $\tfrac32<\varphi<2$. These are the `golden_facts`, where `linear_combination` checks the identities and `nlinarith` the bounds.

Write $c(x)$ for the clipped coordinate. Then

$$h(x)=(\varphi-1)\,c(x)+\left(\varphi-\tfrac32\right)\bigl(x-c(x)\bigr)=\left(\varphi-\tfrac32\right)x+\tfrac12c(x),$$

which is `response_eq`. Take $x\ge y$ and set $d=x-y$. Clipping preserves order and does not increase distances, so $0\le c(x)-c(y)\le d$. Therefore

$$G(x)-G(y)=\left(\tfrac52-\varphi\right)d-\tfrac12\bigl(c(x)-c(y)\bigr)$$

lies between $(2-\varphi)d\ge0$ and $(\tfrac52-\varphi)d=qd$. This is the bound with factor $q$, and $0<q<1$ follows from the bounds on $\varphi$. In `goldenMap_contraction`, `split_ifs` runs through the possible positions of the two points relative to $\pm1$, and the case $x<y$ follows by exchanging them.

Since $G(0)=0$, applying the bound $n$ times gives $|G^n(x)|\le q^n|x|$, where $G^n$ is the $n$-fold iterate. The right-hand side tends to zero. The proof of `plain_iteration_tendsto` is this induction followed by a squeeze.

## Why the mixing parameter drops out

Collect the terms of the Anderson step:

$$x_{\text{new}}=y-\theta(y-x)+\beta\bigl[(1-\theta)f(y)+\theta f(x)\bigr].$$

The bracket is the mixed residual, which vanishes by the choice of $\theta$. What remains is the secant step

$$x_{\text{new}}=y-\frac{f(y)(y-x)}{f(y)-f(x)}.$$

It places the next iterate where the straight line through the last two residuals crosses zero. This is `andersonStep_eq_secant`, valid for any scalar map whenever the two residuals differ; `field_simp` and `ring` do the algebra.

## Four secant steps back to the start

Since $f=-h$, the residuals follow from the values of $h$. At $1$ we have $h(1)=1/\varphi$. At $\varphi^3$, where $\varphi^3-1=2\varphi$,

$$h(\varphi^3)=(\varphi-1)+2\varphi\left(\varphi-\tfrac32\right)=2\varphi^2-2\varphi-1=1.$$

Oddness supplies the other two values. At $\varphi^3,\,1,\,-\varphi^3,\,-1$ the residuals are thus $-1,\,-1/\varphi,\,1,\,1/\varphi$, as `cycle_residuals` states. Consecutive ones differ, also from the last back to the first.

The step from the pair $(\varphi^3,1)$ uses $1-1/\varphi=2-\varphi=1/\varphi^2$:

$$1+\frac1\varphi\cdot\frac{1-\varphi^3}{1-1/\varphi}=1+\frac1\varphi(-2\varphi)\varphi^2=1-2\varphi^2=-2\varphi-1=-\varphi^3.$$

Both points lie on the shallow outer branch of $h$, one of them at its end. The secant extends that branch past the kink and so overshoots the solution at $0$ by a wide margin.

The step from $(1,-\varphi^3)$ uses $1+1/\varphi=\varphi$ and $\varphi^3+1=2\varphi+2=2\varphi^2$:

$$-\varphi^3-\frac{-\varphi^3-1}{1+1/\varphi}=-\varphi^3+\frac{2\varphi^2}{\varphi}=-(2\varphi+1)+2\varphi=-1.$$

The current pair is now $(-\varphi^3,-1)$, the mirror image of the starting pair. Because $f$ is odd, reversing the signs of both points reverses the sign of the secant step. The next two iterates are therefore $\varphi^3$ and $1$, and the starting pair has returned.

The Lean proof of `anderson_cycles` checks all four steps directly instead of using the symmetry. Its auxiliary statement `key` says that, when the residuals at $x$ and $y$ differ, $z$ is the next iterate if

$$f(y)(y-x)=(y-z)\bigl(f(y)-f(x)\bigr),$$

which is the secant formula without division. The results `s1` to `s4` are its four instances. Induction on $k$ then covers all iterates: the values at indices $4k+2$ and $4k+3$ determine those from $4k+4$ to $4k+7$, which form the next period.

Finally, the iterates with index $4k+1$ all equal $1$, and those with index $4k+3$ all equal $-1$. A limit $L$ of the whole sequence would have to equal both. `anderson_not_tendsto` derives this contradiction from the uniqueness of limits.
